# Palindromic midpoint steps with sum 1 and cubes summing to 0 integrate cubics exactly

Split a time step from $t_0$ to $t_0+h$ into substeps $w_kh$, $k=0,\dots,m-1$, with $\sum_k w_k=1$. Substep $k$ starts at the fraction $S_k=\sum_{j<k}w_j$ and has its midpoint at $c_k=S_k+w_k/2$. I propagate under $H(t)=f(t)A$, with $\hbar=1$ and a fixed matrix $A$, by one midpoint exponential per substep.

The triple jump goes forward by $1.35h$, back by $1.70h$ and forward by $1.35h$, so it samples my drive $f$ late, then in the middle, then early. A single midpoint step already fails for $t^2$. How can three of them, in that order, get a cubic drive exactly right?

## A backward step has a negative cube

For a cubic drive, the error of a midpoint step is proportional to the cube of its signed length times $f''$ at its midpoint. The backward step lets the cubes sum to zero, which cancels the error from a constant $f''$; the mirror symmetry cancels the rest, which comes from the linear change of $f''$. This works for every palindromic list ($w_k=w_{m-1-k}$) with $\sum_k w_k=1$ and $\sum_k w_k^3=0$; the last condition removes the leading midpoint error.

**One substep.** Let $u=hw_k$ and $\tau_k=t_0+c_kh$. Expand the cubic $f$ about $\tau_k$ and integrate from $-u/2$ to $u/2$. The odd terms vanish, and

$$\int_{\tau_k-u/2}^{\tau_k+u/2} f\,dt=u f(\tau_k)+\frac{u^3}{24}f''(\tau_k),$$

also for negative $u$, since the integral is signed.

**All substeps.** Adjacent intervals join, even when they double back:

$$\int_{t_0}^{t_0+h} f\,dt=\sum_k hw_kf(\tau_k)+\frac{h^3}{24}\sum_k w_k^3f''(\tau_k).$$

**Mirror substeps.** Let $j=m-1-k$. By the palindrome, the fraction before $k$ equals the fraction after $j$, so $S_k=1-S_j-w_j$. With $w_j=w_k$ this gives $c_j+c_k=1$. Hence $M=\sum_k w_k^3c_k$ satisfies $M=\sum_k w_k^3(1-c_k)=-M$, and $M=0$.

**Cancellation.** Write $f''(t)=\alpha+\beta t$. The last sum is $(\alpha+\beta t_0)\sum_k w_k^3+\beta hM=0$.

For the triple jump $(a,1-2a,a)$, the cubic condition $2a^3=(2a-1)^3$ gives $a=1/(2-2^{1/3})\approx1.3512$. The midpoints are $0.6756$, $0.5$ and $0.3244$. For $t^3$ on $[0,1]$,

$$1.3512\,(0.3084+0.0341)-1.7024\cdot0.125\approx0.250,$$

as it should be. For $t^4$ the rule gives about $0.190$ instead of $0.2$.

## What the theorems say

In `composition_exact`, `w : ℕ → ℝ` holds the fractions, of which only the first `m` count. `stepStart` is $S_k$, `midTime` is $c_k$, and `f : ℝ[X]` with `f.natDegree ≤ 3` is the drive. `t0` and `h` are arbitrary reals.

`composedPropagator_exact` says that the ordered product of exponentials, later substeps to the left, equals $\exp(-i\int f\,dt\,A)$ for any finite complex matrix $A$; a Hermitian $A$ is the physical case. For simulations of driven quantum systems, this means no time-step error when a cubic drive merely scales one fixed Hamiltonian. If a static Hamiltonian that doesn't commute with $A$ is added, the composed step is in general no longer exact, even for a cubic drive, because the Hamiltonians at different times no longer commute.

Three results mark the limits. Given sum 1, exactness for $t^2$ on $[0,1]$ forces $\sum_k w_k^3=0$; these two sums force a negative step; and no triple jump meeting the cubic condition is exact for $t^4$ on $[0,1]$.

Modelling $f$ as a smooth function would turn exactness into an error estimate, of order $h^5$ per full step when the fourth derivative is bounded.

In Lean 4 with Mathlib:

```lean
import Mathlib

open Polynomial

namespace ComposedMidpointRule

noncomputable section

/-- The fraction of the full time step covered before substep `k` begins. -/
def stepStart (w : ℕ → ℝ) (k : ℕ) : ℝ := ∑ j ∈ Finset.range k, w j

/-- The midpoint `c_k` of substep `k`, as a fraction of the full time step. -/
def midTime (w : ℕ → ℝ) (k : ℕ) : ℝ := stepStart w k + w k / 2

/-- The first `m` substeps read the same forwards and backwards. -/
def IsPalindromic (w : ℕ → ℝ) (m : ℕ) : Prop := ∀ j k, j + k + 1 = m → w j = w k

/-- The composed midpoint rule: `f` is sampled at the middle of each of the `m` substeps
of a step of length `h` starting at `t0`. -/
def compositionSum (w : ℕ → ℝ) (m : ℕ) (f : ℝ[X]) (t0 h : ℝ) : ℝ :=
  ∑ k ∈ Finset.range m, h * w k * f.eval (t0 + midTime w k * h)

/-- The ordered product of the first `m` midpoint exponentials for the Hamiltonian `f(t) A`,
in units with `ħ = 1`; later substeps stand to the left. -/
def composedPropagator {n : Type*} [Fintype n] [DecidableEq n] (A : Matrix n n ℂ)
    (w : ℕ → ℝ) (f : ℝ[X]) (t0 h : ℝ) : ℕ → Matrix n n ℂ
  | 0 => 1
  | k + 1 => NormedSpace.exp
      ((-Complex.I * ((h * w k * f.eval (t0 + midTime w k * h) : ℝ) : ℂ)) • A) *
        composedPropagator A w f t0 h k

/-- The triple jump: substeps `a`, `1 - 2a`, `a`. -/
def tripleJump (a : ℝ) (k : ℕ) : ℝ := if k = 1 then 1 - 2 * a else a

/-- The second derivative of a polynomial of degree at most 3 is affine in time. -/
theorem eval_second_derivative {f : ℝ[X]} (hf : f.natDegree ≤ 3) (x : ℝ) :
    (derivative (derivative f)).eval x = 2 * f.coeff 2 + 6 * f.coeff 3 * x := by
  have h1 := natDegree_derivative_le f
  have h2 := natDegree_derivative_le (derivative f)
  rw [eval_eq_sum_range' (show (derivative (derivative f)).natDegree < 2 by omega)]
  simp only [Finset.sum_range_succ, Finset.sum_range_zero, coeff_derivative, zero_add,
    Nat.reduceAdd]
  push_cast
  ring

/-- For a polynomial of degree at most 3, one midpoint step of signed length `u` centred at `c`
misses the integral by exactly `u³ f''(c) / 24`. -/
theorem midpoint_defect {f : ℝ[X]} (hf : f.natDegree ≤ 3) (c u : ℝ) :
    ∫ t in (c - u / 2)..(c + u / 2), f.eval t =
      u * f.eval c + u ^ 3 / 24 * (derivative (derivative f)).eval c := by
  have hfe : ∀ x, f.eval x =
      f.coeff 0 + f.coeff 1 * x + f.coeff 2 * x ^ 2 + f.coeff 3 * x ^ 3 := by
    intro x
    rw [eval_eq_sum_range' (show f.natDegree < 4 by omega)]
    simp [Finset.sum_range_succ]
  -- an explicit antiderivative
  have hF : ∀ t, HasDerivAt (fun t : ℝ => f.coeff 0 * t + f.coeff 1 / 2 * t ^ 2 +
      f.coeff 2 / 3 * t ^ 3 + f.coeff 3 / 4 * t ^ 4) (f.eval t) t := by
    intro t
    refine (((((hasDerivAt_id' t).const_mul (f.coeff 0)).fun_add
      ((hasDerivAt_pow 2 t).const_mul (f.coeff 1 / 2))).fun_add
      ((hasDerivAt_pow 3 t).const_mul (f.coeff 2 / 3))).fun_add
      ((hasDerivAt_pow 4 t).const_mul (f.coeff 3 / 4))).congr_deriv ?_
    rw [hfe]
    norm_num
    ring
  rw [intervalIntegral.integral_eq_sub_of_hasDerivAt (fun t _ => hF t)
    (f.continuous.intervalIntegrable _ _), eval_second_derivative hf, hfe]
  ring

/-- For a polynomial of degree at most 3 and arbitrary real substeps, the integral over the time
covered is the composed midpoint rule plus the sum of the defects of the substeps. -/
theorem integral_eq_composition_add_defect {f : ℝ[X]} (hf : f.natDegree ≤ 3)
    (w : ℕ → ℝ) (m : ℕ) (t0 h : ℝ) :
    ∫ t in t0..(t0 + stepStart w m * h), f.eval t = compositionSum w m f t0 h +
      h ^ 3 / 24 * ∑ k ∈ Finset.range m,
        w k ^ 3 * (derivative (derivative f)).eval (t0 + midTime w k * h) := by
  induction m with
  | zero => simp [stepStart, compositionSum]
  | succ m ih =>
    have h1 := midpoint_defect hf (t0 + midTime w m * h) (h * w m)
    have e1 : t0 + midTime w m * h - h * w m / 2 = t0 + stepStart w m * h := by
      simp only [midTime]; ring
    have e2 : t0 + midTime w m * h + h * w m / 2 = t0 + stepStart w (m + 1) * h := by
      simp only [midTime, stepStart, Finset.sum_range_succ]; ring
    rw [e1, e2] at h1
    -- split off the last substep
    rw [← intervalIntegral.integral_add_adjacent_intervals
      (f.continuous.intervalIntegrable t0 (t0 + stepStart w m * h))
      (f.continuous.intervalIntegrable _ _), ih, h1]
    simp only [compositionSum, Finset.sum_range_succ]
    ring

/-- In a palindromic composition the midpoints of mirror substeps add up to the total
fraction covered. -/
theorem midTime_reflect {w : ℕ → ℝ} {m : ℕ} (hw : IsPalindromic w m) {j k : ℕ}
    (hjk : j + k + 1 = m) : midTime w j + midTime w k = stepStart w m := by
  have hs : ∀ i, stepStart w (i + 1) = stepStart w i + w i :=
    fun i => Finset.sum_range_succ _ _
  have key : ∀ i l, i + l = m → stepStart w i + stepStart w l = stepStart w m := by
    intro i
    induction i with
    | zero =>
      intro l hl
      have hlm : l = m := by omega
      subst hlm
      simp [stepStart]
    | succ i ih =>
      intro l hl
      have h1 := ih (l + 1) (by omega)
      rw [hs l] at h1
      rw [hs i]
      linear_combination h1 + hw i l (by omega)
  have h2 := key j (k + 1) (by omega)
  rw [hs k] at h2
  simp only [midTime]
  linear_combination h2 + hw j k hjk / 2

/-- A palindromic composition of midpoint steps whose fractions have sum 1 and vanishing sum of
cubes integrates every polynomial of degree at most 3 exactly over the full step. -/
theorem composition_exact {w : ℕ → ℝ} {m : ℕ} (hw : IsPalindromic w m)
    (h1 : ∑ k ∈ Finset.range m, w k = 1) (h3 : ∑ k ∈ Finset.range m, w k ^ 3 = 0)
    {f : ℝ[X]} (hf : f.natDegree ≤ 3) (t0 h : ℝ) :
    compositionSum w m f t0 h = ∫ t in t0..(t0 + h), f.eval t := by
  have hS : stepStart w m = 1 := h1
  -- reflection turns the first moment of the cubes into minus itself
  have hr : ∑ k ∈ Finset.range m, w (m - 1 - k) ^ 3 * midTime w (m - 1 - k) =
      ∑ k ∈ Finset.range m, w k ^ 3 * midTime w k :=
    Finset.sum_range_reflect (fun k => w k ^ 3 * midTime w k) m
  have h2 : ∑ k ∈ Finset.range m, w (m - 1 - k) ^ 3 * midTime w (m - 1 - k) =
      ∑ k ∈ Finset.range m, (w k ^ 3 - w k ^ 3 * midTime w k) := by
    refine Finset.sum_congr rfl fun k hk => ?_
    have hkm := Finset.mem_range.1 hk
    have e : k + (m - 1 - k) + 1 = m := by omega
    have hc := midTime_reflect hw e
    rw [hS] at hc
    rw [← hw k _ e]
    linear_combination w k ^ 3 * hc
  rw [h2, Finset.sum_sub_distrib, h3] at hr
  have hm : ∑ k ∈ Finset.range m, w k ^ 3 * midTime w k = 0 := by linarith
  -- the second derivative is affine, so the total defect vanishes
  have hz : ∑ k ∈ Finset.range m,
      w k ^ 3 * (derivative (derivative f)).eval (t0 + midTime w k * h) = 0 := by
    calc _ = ∑ k ∈ Finset.range m, ((2 * f.coeff 2 + 6 * f.coeff 3 * t0) * w k ^ 3 +
          6 * f.coeff 3 * h * (w k ^ 3 * midTime w k)) := by
          refine Finset.sum_congr rfl fun k _ => ?_
          rw [eval_second_derivative hf]
          ring
      _ = 0 := by
          rw [Finset.sum_add_distrib, ← Finset.mul_sum, ← Finset.mul_sum, h3, hm]
          ring
  have hd := integral_eq_composition_add_defect hf w m t0 h
  rw [hS, one_mul, hz, mul_zero, add_zero] at hd
  exact hd.symm

/-- Under the same conditions on the substeps, the composed propagator for the Hamiltonian
`f(t) A`, with `f` of degree at most 3, equals `exp(-i (∫ f) A)`. -/
theorem composedPropagator_exact {n : Type*} [Fintype n] [DecidableEq n] (A : Matrix n n ℂ)
    {w : ℕ → ℝ} {m : ℕ} (hw : IsPalindromic w m)
    (h1 : ∑ k ∈ Finset.range m, w k = 1) (h3 : ∑ k ∈ Finset.range m, w k ^ 3 = 0)
    {f : ℝ[X]} (hf : f.natDegree ≤ 3) (t0 h : ℝ) :
    composedPropagator A w f t0 h m =
      NormedSpace.exp ((-Complex.I * ((∫ t in t0..(t0 + h), f.eval t : ℝ) : ℂ)) • A) := by
  rw [← composition_exact hw h1 h3 hf t0 h]
  clear hw h1 h3
  have hc : ∀ a b : ℂ, Commute (a • A) (b • A) :=
    fun a b => ((Commute.refl A).smul_left a).smul_right b
  -- the exponents add because all substeps commute
  induction m with
  | zero => simp [composedPropagator, compositionSum]
  | succ m ih =>
    have e : compositionSum w (m + 1) f t0 h =
        h * w m * f.eval (t0 + midTime w m * h) + compositionSum w m f t0 h := by
      simp only [compositionSum, Finset.sum_range_succ]
      ring
    rw [e, composedPropagator, ih, ← Matrix.exp_add_of_commute _ _ (hc _ _), ← add_smul,
      ← mul_add, ← Complex.ofReal_add]

/-- If the fractions have sum 1 and the composed rule is exact for `t²` on `[0, 1]`, then the
sum of their cubes vanishes. -/
theorem sum_cubes_eq_zero_of_exact {w : ℕ → ℝ} {m : ℕ}
    (h1 : ∑ k ∈ Finset.range m, w k = 1)
    (hex : compositionSum w m (X ^ 2) 0 1 = ∫ t in (0 : ℝ)..1, (X ^ 2 : ℝ[X]).eval t) :
    ∑ k ∈ Finset.range m, w k ^ 3 = 0 := by
  have hS : stepStart w m = 1 := h1
  have hf : (X ^ 2 : ℝ[X]).natDegree ≤ 3 := by simp
  have hd := integral_eq_composition_add_defect hf w m 0 1
  have h2 : ∀ x : ℝ, (derivative (derivative (X ^ 2 : ℝ[X]))).eval x = 2 := by
    intro x
    rw [eval_second_derivative hf]
    simp [coeff_X_pow]
  rw [hS, show (0 : ℝ) + 1 * 1 = 1 by norm_num, ← hex] at hd
  simp only [h2] at hd
  rw [← Finset.sum_mul] at hd
  linarith

/-- Fractions with sum 1 and vanishing sum of cubes include a negative one. -/
theorem exists_negative_step {w : ℕ → ℝ} {m : ℕ} (h1 : ∑ k ∈ Finset.range m, w k = 1)
    (h3 : ∑ k ∈ Finset.range m, w k ^ 3 = 0) : ∃ k < m, w k < 0 := by
  by_contra hn
  push Not at hn
  have hz := (Finset.sum_eq_zero_iff_of_nonneg
    (fun k hk => pow_nonneg (hn k (Finset.mem_range.1 hk)) 3)).1 h3
  have h0 : ∑ k ∈ Finset.range m, w k = 0 :=
    Finset.sum_eq_zero fun k hk => pow_eq_zero_iff (by norm_num) |>.1 (hz k hk)
  linarith

/-- The triple jump with `a = 1 / (2 - 2^(1/3))` is palindromic, and its fractions have sum 1
and vanishing sum of cubes. -/
theorem tripleJump_witness :
    IsPalindromic (tripleJump (1 / (2 - (2 : ℝ) ^ (1 / 3 : ℝ)))) 3 ∧
    ∑ k ∈ Finset.range 3, tripleJump (1 / (2 - (2 : ℝ) ^ (1 / 3 : ℝ))) k = 1 ∧
    ∑ k ∈ Finset.range 3, tripleJump (1 / (2 - (2 : ℝ) ^ (1 / 3 : ℝ))) k ^ 3 = 0 := by
  have hr : ((2 : ℝ) ^ (1 / 3 : ℝ)) ^ 3 = 2 := by
    rw [← Real.rpow_natCast, ← Real.rpow_mul (by norm_num)]
    norm_num
  generalize (2 : ℝ) ^ (1 / 3 : ℝ) = r at hr ⊢
  have hne : 2 - r ≠ 0 := by
    intro h0
    have h2 : r = 2 := by linarith
    rw [h2] at hr
    norm_num at hr
  have ha : 1 / (2 - r) * (2 - r) = 1 := one_div_mul_cancel hne
  generalize 1 / (2 - r) = a at ha ⊢
  have v0 : tripleJump a 0 = a := by simp [tripleJump]
  have v1 : tripleJump a 1 = 1 - 2 * a := by simp [tripleJump]
  have v2 : tripleJump a 2 = a := by simp [tripleJump]
  refine ⟨?_, ?_, ?_⟩
  · intro j k hjk
    have hc : (j = 0 ∧ k = 2) ∨ (j = 1 ∧ k = 1) ∨ (j = 2 ∧ k = 0) := by omega
    rcases hc with ⟨rfl, rfl⟩ | ⟨rfl, rfl⟩ | ⟨rfl, rfl⟩
    · rw [v0, v2]
    · rfl
    · rw [v0, v2]
  · simp only [Finset.sum_range_succ, Finset.sum_range_zero, v0, v1, v2]
    ring
  · have hb : 1 - 2 * a = -(r * a) := by linear_combination -ha
    simp only [Finset.sum_range_succ, Finset.sum_range_zero, v0, v1, v2, hb]
    linear_combination -a ^ 3 * hr

/-- A triple jump whose fractions have vanishing sum of cubes does not integrate `t⁴` exactly
over `[0, 1]`. -/
theorem tripleJump_not_exact_quartic {a : ℝ} (ha : 2 * a ^ 3 + (1 - 2 * a) ^ 3 = 0) :
    compositionSum (tripleJump a) 3 (X ^ 4) 0 1 ≠
      ∫ t in (0 : ℝ)..1, (X ^ 4 : ℝ[X]).eval t := by
  intro hex
  have v0 : tripleJump a 0 = a := by simp [tripleJump]
  have v1 : tripleJump a 1 = 1 - 2 * a := by simp [tripleJump]
  have v2 : tripleJump a 2 = a := by simp [tripleJump]
  have hI : ∫ t in (0 : ℝ)..1, (X ^ 4 : ℝ[X]).eval t = 1 / 5 := by
    simp only [eval_pow, eval_X, integral_pow]
    norm_num
  have hS : compositionSum (tripleJump a) 3 (X ^ 4) 0 1 =
      a * (a / 2) ^ 4 + (1 - 2 * a) * (1 / 2) ^ 4 + a * (1 - a / 2) ^ 4 := by
    simp only [compositionSum, midTime, stepStart, Finset.sum_range_succ,
      Finset.sum_range_zero, v0, v1, v2, eval_pow, eval_X]
    ring
  rw [hI, hS] at hex
  -- reduce the quintic condition modulo the cubic one
  have h3 : a ^ 3 = 2 * a ^ 2 - a + 1 / 6 := by linear_combination (-1 / 6) * ha
  have h4 : a ^ 4 = 3 * a ^ 2 - 11 / 6 * a + 1 / 3 := by linear_combination (a + 2) * h3
  have h5 : a ^ 5 = 25 / 6 * a ^ 2 - 8 / 3 * a + 1 / 2 := by
    linear_combination a * h4 + 3 * h3
  have hq : a ^ 2 - 2 * a + 2 / 5 = 0 := by
    linear_combination 48 * hex - 6 * h5 + 24 * h4 - 72 * h3
  have hv : a = 5 / 18 := by linear_combination (5 / 3) * h3 - (5 / 3) * a * hq
  rw [hv] at hq
  norm_num at hq

end

end ComposedMidpointRule
```

```lean
#print axioms ComposedMidpointRule.composedPropagator_exact
#print axioms ComposedMidpointRule.sum_cubes_eq_zero_of_exact
#print axioms ComposedMidpointRule.exists_negative_step
#print axioms ComposedMidpointRule.tripleJump_not_exact_quartic
```

```
'ComposedMidpointRule.composedPropagator_exact' depends on axioms: [propext, Classical.choice, Quot.sound]
'ComposedMidpointRule.sum_cubes_eq_zero_of_exact' depends on axioms: [propext, Classical.choice, Quot.sound]
'ComposedMidpointRule.exists_negative_step' depends on axioms: [propext, Classical.choice, Quot.sound]
'ComposedMidpointRule.tripleJump_not_exact_quartic' depends on axioms: [propext, Classical.choice, Quot.sound]
```

## From the hand derivation to the proof

`midpoint_defect` uses an explicit antiderivative in place of the Taylor expansion. `integral_eq_composition_add_defect` adds the substeps by induction on `m`. `midTime_reflect` proves the mirror relation, and `composition_exact` reverses the sum with `Finset.sum_range_reflect` to get $M=-M$, then inserts the affine $f''$ from `eval_second_derivative`.

For the propagator, all exponents are multiples of $A$ and commute, so induction adds them.

`sum_cubes_eq_zero_of_exact` puts $f''=2$ into the defect formula. `exists_negative_step` notes that nonnegative cubes with sum zero all vanish, contradicting sum 1. `tripleJump_witness` checks the explicit $a$ using $(2^{1/3})^3=2$.

For $t^4$, the cubic condition reads $a^3=2a^2-a+\tfrac16$. It reduces exactness to $a^2-2a+\tfrac25=0$. Multiplying this by $a$ and using the cubic again gives $a=\tfrac5{18}$, which doesn't solve the quadratic.
